# Averaged over planar rotations, a product of angular coefficients survives only if its indices sum to zero

## Which products may I keep in a planar descriptor?

When I assemble rotation-invariant features for a two-dimensional model potential, I list products of angular coefficients and discard every product whose indices do not add up to zero. The coefficients are $c_m=\sum_j w_j e^{\mathrm{i}m\theta_j}$, for neighbours at angles $\theta_j$ with real weights $w_j$ and integer $m$. The rule rests on the claim that averaging $c_{m_0}\cdots c_{m_{k-1}}$ over a common rotation returns the product if $m_0+\dots+m_{k-1}=0$, and zero otherwise. I would like to see this made rigorous for every order $k$ and checked by machine, together with the power spectrum and bispectrum that come out of it.

## The phases merge into one, carrying the total index

Turn all neighbours by the same angle $a$ and write $c_m(a)$ for the new coefficient. Then

$$c_m(a)=\sum_j w_j e^{\mathrm{i}m(\theta_j+a)}=e^{\mathrm{i}ma}\,c_m .$$

A product of $k$ coefficients therefore picks up a single phase:

$$\prod_{i=0}^{k-1}c_{m_i}(a)=e^{\mathrm{i}Ma}\prod_{i=0}^{k-1}c_{m_i},\qquad M=\sum_{i=0}^{k-1}m_i .$$

Only the phase depends on $a$. For $M=0$ it equals one, and so does its average. For $M\neq0$,

$$\frac1{2\pi}\int_0^{2\pi}e^{\mathrm{i}Ma}\,da=\frac{e^{2\pi\mathrm{i}M}-1}{2\pi\mathrm{i}M}=0,$$

because $M$ is an integer. This proves the claim, including $k=0$, where the empty product is one and so is its average.

Real weights give $c_{-m}=\overline{c_m}$. With indices $(p,-q)$, the average of $c_p\overline{c_q}$ is thus $|c_p|^2$, the power spectrum, if $p=q$, and zero otherwise. With indices $(p,q,-r)$, the average of $c_pc_q\overline{c_r}$ is the bispectrum $c_pc_q\overline{c_{p+q}}$ if $r=p+q$, and zero otherwise.

Now take a polynomial $P(a)=\sum_{s\in S}A_s\prod_i c_{m_{s,i}}(a)$ with complex coefficients $A_s$, whose monomials may have different orders. The average is linear, so it keeps exactly the monomials of zero total index. If moreover $P(a)=P(0)$ for every $a$, the average is $P(0)$ itself, and $P(0)$ equals its zero-index part.

Here is the complete Lean file.

```lean
import Mathlib

open ComplexConjugate

namespace PlanarRotationAverage

noncomputable section

variable {ι : Type*} [Fintype ι]

/-- The angular Fourier coefficient `c_m = ∑ j, w_j exp(i m θ_j)` of a planar environment with
neighbour weights `w` and neighbour angles `θ`. -/
def coeff (w : ι → ℝ) (θ : ι → ℝ) (m : ℤ) : ℂ :=
  ∑ j, (w j : ℂ) * Complex.exp ((m : ℂ) * Complex.I * (θ j : ℂ))

/-- The environment turned by a common angle `a`. -/
def rotate (θ : ι → ℝ) (a : ℝ) : ι → ℝ := fun j => θ j + a

/-- The average of a function of the rotation angle over one full turn. -/
def rotAvg (f : ℝ → ℂ) : ℂ :=
  ((2 * Real.pi : ℝ) : ℂ)⁻¹ * ∫ a in (0 : ℝ)..(2 * Real.pi), f a

/-- A common rotation by `a` multiplies `c_m` by the phase `exp(i m a)`. -/
theorem coeff_rotate (w θ : ι → ℝ) (a : ℝ) (m : ℤ) :
    coeff w (rotate θ a) m
      = Complex.exp ((m : ℂ) * Complex.I * (a : ℂ)) * coeff w θ m := by
  unfold coeff
  rw [Finset.mul_sum]
  refine Finset.sum_congr rfl fun j _ => ?_
  simp only [rotate, Complex.ofReal_add, mul_add, Complex.exp_add]
  ring

/-- For real weights, reversing the sign of the index conjugates the coefficient. -/
theorem coeff_neg (w θ : ι → ℝ) (m : ℤ) :
    coeff w θ (-m) = conj (coeff w θ m) := by
  unfold coeff
  rw [map_sum]
  refine Finset.sum_congr rfl fun j _ => ?_
  rw [map_mul, Complex.conj_ofReal, ← Complex.exp_conj]
  congr 2
  simp

/-- The phase `exp(i n a)` averages to one over a full turn if `n = 0`, and to zero otherwise. -/
theorem rotAvg_phase (n : ℤ) :
    rotAvg (fun a => Complex.exp ((n : ℂ) * Complex.I * (a : ℂ))) = if n = 0 then 1 else 0 := by
  have hpi : ((2 * Real.pi : ℝ) : ℂ) ≠ 0 :=
    Complex.ofReal_ne_zero.mpr (by positivity)
  unfold rotAvg
  by_cases hn : n = 0
  · subst hn
    rw [if_pos rfl]
    have h : (∫ a in (0 : ℝ)..(2 * Real.pi),
        Complex.exp (((0 : ℤ) : ℂ) * Complex.I * (a : ℂ))) = ((2 * Real.pi : ℝ) : ℂ) := by
      simp
    rw [h, inv_mul_cancel₀ hpi]
  · have hc : (n : ℂ) * Complex.I ≠ 0 :=
      mul_ne_zero (Int.cast_ne_zero.mpr hn) Complex.I_ne_zero
    -- the phase returns to one after a full turn
    have h1 : Complex.exp ((n : ℂ) * Complex.I * ((2 * Real.pi : ℝ) : ℂ)) = 1 :=
      Complex.exp_eq_one_iff.mpr ⟨n, by push_cast; ring⟩
    rw [if_neg hn, integral_exp_mul_complex hc, h1]
    simp

/-- Averaging a product of coefficients over all common rotations returns the product if the
indices sum to zero, and gives zero otherwise. -/
theorem rotAvg_prod (w θ : ι → ℝ) {k : ℕ} (m : Fin k → ℤ) :
    rotAvg (fun a => ∏ i, coeff w (rotate θ a) (m i))
      = if ∑ i, m i = 0 then ∏ i, coeff w θ (m i) else 0 := by
  -- the separate phases combine into one phase with the total index
  have h : ∀ a : ℝ, ∏ i, coeff w (rotate θ a) (m i)
      = Complex.exp (((∑ i, m i : ℤ) : ℂ) * Complex.I * (a : ℂ))
        * ∏ i, coeff w θ (m i) := by
    intro a
    simp_rw [coeff_rotate]
    rw [Finset.prod_mul_distrib, ← Complex.exp_sum]
    congr 2
    push_cast
    rw [Finset.sum_mul, Finset.sum_mul]
  have hphase := rotAvg_phase (∑ i, m i)
  unfold rotAvg at hphase ⊢
  simp_rw [h]
  rw [intervalIntegral.integral_mul_const, ← mul_assoc, hphase]
  split_ifs <;> simp

/-- The rotational average of `c_p conj(c_q)` is the power spectrum `|c_p|²` if `p = q`, and zero
otherwise. -/
theorem rotAvg_power (w θ : ι → ℝ) (p q : ℤ) :
    rotAvg (fun a => coeff w (rotate θ a) p * conj (coeff w (rotate θ a) q))
      = if p = q then ((‖coeff w θ p‖ ^ 2 : ℝ) : ℂ) else 0 := by
  have h := rotAvg_prod w θ ![p, -q]
  simp only [Fin.prod_univ_two, Fin.sum_univ_two, Matrix.cons_val, coeff_neg] at h
  rw [h]
  by_cases e : p = q
  · subst e
    rw [if_pos (by omega), if_pos rfl, Complex.mul_conj, Complex.normSq_eq_norm_sq]
  · rw [if_neg (by omega), if_neg e]

/-- The rotational average of `c_p c_q conj(c_r)` is the bispectrum `c_p c_q conj(c_(p+q))` if
`r = p + q`, and zero otherwise. -/
theorem rotAvg_bispectrum (w θ : ι → ℝ) (p q r : ℤ) :
    rotAvg (fun a => coeff w (rotate θ a) p * coeff w (rotate θ a) q
        * conj (coeff w (rotate θ a) r))
      = if r = p + q then coeff w θ p * coeff w θ q * conj (coeff w θ (p + q)) else 0 := by
  have h := rotAvg_prod w θ ![p, q, -r]
  simp only [Fin.prod_univ_three, Fin.sum_univ_three, Matrix.cons_val, coeff_neg] at h
  rw [h]
  by_cases e : r = p + q
  · subst e
    rw [if_pos (by omega), if_pos rfl]
  · rw [if_neg (by omega), if_neg e]

/-- Averaging a polynomial in the coefficients over all common rotations keeps exactly the
monomials whose indices sum to zero. -/
theorem rotAvg_polynomial (w θ : ι → ℝ) {σ : Type*} (S : Finset σ) (A : σ → ℂ)
    (k : σ → ℕ) (m : (s : σ) → Fin (k s) → ℤ) :
    rotAvg (fun a => ∑ s ∈ S, A s * ∏ i, coeff w (rotate θ a) (m s i))
      = ∑ s ∈ S with ∑ i, m s i = 0, A s * ∏ i, coeff w θ (m s i) := by
  have hc : ∀ s ∈ S, IntervalIntegrable
      (fun a : ℝ => A s * ∏ i, coeff w (rotate θ a) (m s i))
      MeasureTheory.volume 0 (2 * Real.pi) := fun s _ =>
    Continuous.intervalIntegrable (by unfold coeff rotate; fun_prop) _ _
  calc _ = ∑ s ∈ S, A s * rotAvg (fun a => ∏ i, coeff w (rotate θ a) (m s i)) := by
        unfold rotAvg
        rw [intervalIntegral.integral_finsetSum hc, Finset.mul_sum]
        refine Finset.sum_congr rfl fun s _ => ?_
        rw [intervalIntegral.integral_const_mul]
        ring
    _ = _ := by
        rw [Finset.sum_filter]
        refine Finset.sum_congr rfl fun s _ => ?_
        rw [rotAvg_prod]
        split_ifs <;> simp

/-- If the value of a polynomial descriptor is unchanged by every rotation of the environment, it
equals the sum of its monomials whose indices sum to zero. -/
theorem invariant_polynomial (w θ : ι → ℝ) {σ : Type*} (S : Finset σ) (A : σ → ℂ)
    (k : σ → ℕ) (m : (s : σ) → Fin (k s) → ℤ)
    (hinv : ∀ a : ℝ, ∑ s ∈ S, A s * ∏ i, coeff w (rotate θ a) (m s i)
      = ∑ s ∈ S, A s * ∏ i, coeff w θ (m s i)) :
    ∑ s ∈ S, A s * ∏ i, coeff w θ (m s i)
      = ∑ s ∈ S with ∑ i, m s i = 0, A s * ∏ i, coeff w θ (m s i) := by
  have hpi : ((2 * Real.pi : ℝ) : ℂ) ≠ 0 :=
    Complex.ofReal_ne_zero.mpr (by positivity)
  rw [← rotAvg_polynomial w θ S A k m]
  -- the average of a constant is that constant
  unfold rotAvg
  simp_rw [hinv]
  rw [intervalIntegral.integral_const, sub_zero, Complex.real_smul, ← mul_assoc,
    inv_mul_cancel₀ hpi, one_mul]

end

end PlanarRotationAverage
```

```lean
#print axioms PlanarRotationAverage.rotAvg_prod
-- 'PlanarRotationAverage.rotAvg_prod' depends on axioms: [propext, Classical.choice, Quot.sound]
#print axioms PlanarRotationAverage.rotAvg_power
-- 'PlanarRotationAverage.rotAvg_power' depends on axioms: [propext, Classical.choice, Quot.sound]
#print axioms PlanarRotationAverage.rotAvg_bispectrum
-- 'PlanarRotationAverage.rotAvg_bispectrum' depends on axioms: [propext, Classical.choice, Quot.sound]
#print axioms PlanarRotationAverage.invariant_polynomial
-- 'PlanarRotationAverage.invariant_polynomial' depends on axioms: [propext, Classical.choice, Quot.sound]
```

### What the statements say about an environment

The finite type `ι` labels the neighbours, and may be empty. `w` and `θ` give their weights and angles, and `coeff w θ m` is $c_m$, with a plus sign in the exponent and no normalisation by the number of neighbours. A weight can hold a radial function or a cutoff; it stays fixed under `rotate`, as it should when the environment turns about its central atom and distances do not change. `rotAvg` is the integral over $[0,2\pi]$ divided by $2\pi$.

In `rotAvg_prod`, the indices form a function `m : Fin k → ℤ`, so they are numbered from $0$ to $k-1$ and may be negative or repeated. `rotAvg_power` and `rotAvg_bispectrum` are the cases of two and three factors. In `rotAvg_polynomial`, `S` is the finite set of monomials, `A s` the coefficient of monomial `s`, and `k s` its order.

The hypothesis `hinv` of `invariant_polynomial` says that the descriptor keeps its value when this one environment is turned by any angle. The conclusion concerns the value there: the monomials of non-zero total index add up to zero, though their coefficients `A s` need not vanish.

For simulation practice, this justifies the index rule for polynomial descriptors of a finite environment in the plane whose coefficients all use the same weights. If the factors use different radial functions, each still picks up the phase $e^{\mathrm{i}ma}$ and the rule carries over, but the file does not state that case. Rotations in three dimensions need a different coupling of coefficients. Nor do the theorems say whether these invariants tell two different environments apart.

### How the proof follows the calculation

`coeff_rotate` moves the common phase inside the sum and compares the terms neighbour by neighbour, using $e^{x+y}=e^xe^y$. `coeff_neg` takes the conjugate through the sum; real weights are unaffected by it.

In `rotAvg_prod`, the intermediate claim `h` is the merging of phases. `Finset.prod_mul_distrib` separates the phases from the unrotated coefficients, and `Complex.exp_sum` turns the product of exponentials into the exponential of a sum. The constant product then leaves the integral, and `rotAvg_phase` supplies the remaining average.

The two spectra follow by inserting `![p, -q]` and `![p, q, -r]`, with `omega` translating the zero-sum condition into $p=q$ or $r=p+q$. For polynomials, exchanging sum and integral requires each term to be integrable, which follows from continuity. `invariant_polynomial` then rewrites the zero-index part as an average and uses `hinv` to make the integrand constant.

### The integral on which everything turns

The analytic content sits in Mathlib's `integral_exp_mul_complex`, which evaluates $\int_a^b e^{cx}\,dx=(e^{cb}-e^{ca})/c$ for real limits and a complex constant $c\neq0$. Here $c=\mathrm{i}n$, and the condition $c\neq0$ is the reason why `rotAvg_phase` treats $n=0$ separately. The lemma alone does not give zero: that needs $e^{2\pi\mathrm{i}n}=1$, which comes from `Complex.exp_eq_one_iff` with the integer `n` as witness. This is where the integrality of the index enters.

### Angles as points on a circle

The file uses real numbers as angles, so $\theta_j$ and $\theta_j+2\pi$ are different inputs with the same coefficients. The angles could also have been elements of Mathlib's `AddCircle (2 * Real.pi)`, with the average taken over its normalised Haar measure. Periodicity would then be part of the type, and the phase average would follow from the orthonormality of the Fourier monomials. The selection rule would be the same, but the explicit integral from $0$ to $2\pi$ would disappear from the statement.
